# Exact one-magnon energies of the nearest-neighbour Heisenberg ring

## Ladder operators and ring conventions

Take a ring of $N\ge 2$ sites labelled $0,\dots,N-1$, with site arithmetic modulo $N$. Site $a$ carries operators $J^z_a$, $J^+_a$, $J^-_a$ on a complex vector space. Operators on different sites commute, and on one site, with $\hbar=1$,

$$[J^z_a,J^\pm_a]=\pm J^\pm_a,\qquad [J^+_a,J^-_a]=2J^z_a .$$

The Hamiltonian has unit ferromagnetic coupling:

$$H=-\sum_a \mathbf J_a\cdot\mathbf J_{a+1},\qquad
\mathbf J_a\cdot\mathbf J_c=J^z_aJ^z_c+\tfrac12\left(J^+_aJ^-_c+J^-_aJ^+_c\right).$$

For $N=2$ the sum counts the single pair of sites twice.

Let $v$ be the aligned state, so that $J^+_a v=0$ and $J^z_a v=jv$ at every site, with the same $j$ throughout. For a complex number $w$ with $w^N=1$, define the spin wave

$$u=\sum_{a=0}^{N-1} w^a J^-_a v .$$

## Aligned and spin-wave energies

The two eigenvalue equations are

$$Hv=-Nj^2\,v,\qquad Hu=\left(-Nj^2+j(2-w-w^{-1})\right)u .$$

If $j\neq0$ and $v\neq0$, then $u\neq0$, so $u$ is a true eigenvector. Writing $w=e^{ik}$ with $k=2\pi m/N$ and $m$ an integer turns the excitation energy into $2j(1-\cos k)$.

The vector $u$ is not normalised. In a unitary representation, where $J^-_a$ is the adjoint of $J^+_a$ and $v$ has norm one, the normalised state for $j>0$ is $u/\sqrt{2jN}$.

## Reference values for a ring Hamiltonian

An exact-diagonalisation code for this isotropic, nearest-neighbour model can compare its aligned state and its one-lowering sector with these energies at any finite $N\ge2$. Two of the values are sensitive to common mistakes:

- The aligned energy is $-Nj^2$. If the bond that closes the ring is missing, the code returns $-(N-1)j^2$.
- The mode $w=1$ has the same energy as the aligned state. If the factor $\tfrac12$ in the flip term is missing, this mode is shifted by $-2j$.

A code that stores Pauli matrices without the factor $\tfrac12$ per spin returns energies four times larger. The energy is unchanged under $w\to w^{-1}$, so it can't reveal a reversed sign convention for momentum.

## From one lowered site to the spin wave

Write $\delta_{ab}$ for 1 if $a=b$ and 0 otherwise. The commutators applied to $v$ give

$$J^z_aJ^-_b v=(j-\delta_{ab})J^-_b v,\qquad J^+_aJ^-_b v=2j\,\delta_{ab}\,v .$$

Consider a bond between distinct sites $a\ne c$. Since $b$ can't equal both, the $J^z$ part gives

$$J^z_aJ^z_cJ^-_b v=\left(j^2-j\delta_{ab}-j\delta_{cb}\right)J^-_b v .$$

In the flip part, $J^+_a$ commutes with $J^-_c$, so

$$\tfrac12J^+_aJ^-_cJ^-_b v=j\,\delta_{ab}J^-_c v,\qquad
\tfrac12J^-_aJ^+_cJ^-_b v=j\,\delta_{cb}J^-_a v .$$

Adding the three contributions,

$$\mathbf J_a\cdot\mathbf J_c\,J^-_b v=j^2J^-_b v+j\delta_{ab}(J^-_c-J^-_a)v+j\delta_{cb}(J^-_a-J^-_c)v .$$

Now set $c=a+1$, sum over $a$ and change the sign. The bonds starting at $b$ and at $b-1$ supply the hops:

$$HJ^-_b v=-Nj^2J^-_b v+j\left(2J^-_b-J^-_{b+1}-J^-_{b-1}\right)v .$$

For $N=2$ the two neighbours are the same site, and the formula still holds.

Multiply by $w^b$ and sum over $b$. Shifting the summation index gives

$$\sum_b w^bJ^-_{b+1}v=w^{-1}u,\qquad \sum_b w^bJ^-_{b-1}v=wu .$$

The shift is valid across the seam between sites $N-1$ and $0$ because $w\cdot w^{N-1}=1=w^0$. Substitution gives the stated eigenvalue.

For the aligned state, each flip term contains a raising operator that can be moved onto $v$, where it gives zero. Each bond therefore contributes $j^2$, and $Hv=-Nj^2v$. Finally, $J^+_0u=2jv$, so $u$ can't vanish when $j$ and $v$ are nonzero.

## Four spins one half

Take $N=4$ and $j=\tfrac12$. The aligned energy is $-1$. In the basis $J^-_0v,\dots,J^-_3v$, the hopping equation gives the matrix

$$\begin{pmatrix}0&-\tfrac12&0&-\tfrac12\\-\tfrac12&0&-\tfrac12&0\\0&-\tfrac12&0&-\tfrac12\\-\tfrac12&0&-\tfrac12&0\end{pmatrix}.$$

For $w=i$ the normalised amplitudes are $\tfrac12(1,i,-1,-i)$. The first row gives $-\tfrac14(i-i)=0$, in agreement with $-1+\tfrac12(2-i+i)=0$. For $w=-1$ they are $\tfrac12(1,-1,1,-1)$, and the first row gives $\tfrac12$, which is $1$ times the first amplitude. The four energies for $w=1,i,-1,-i$ are $-1,0,1,0$, and their sum matches the zero trace.

## The Lean file

```lean
import Mathlib

open Finset

namespace MagnonOnRing

noncomputable section

/-- Ladder operators on the sites of a ring: each site carries an angular momentum algebra,
and operators on different sites commute. -/
structure LadderRing (N : ℕ) (V : Type*) [AddCommGroup V] [Module ℂ V] where
  Jz : ZMod N → Module.End ℂ V
  Jp : ZMod N → Module.End ℂ V
  Jm : ZMod N → Module.End ℂ V
  zz : ∀ a b, Jz a * Jz b = Jz b * Jz a
  pp : ∀ a b, Jp a * Jp b = Jp b * Jp a
  mm : ∀ a b, Jm a * Jm b = Jm b * Jm a
  zp : ∀ a b, Jz a * Jp b - Jp b * Jz a = if a = b then Jp b else 0
  zm : ∀ a b, Jz a * Jm b - Jm b * Jz a = if a = b then -Jm b else 0
  pm : ∀ a b, Jp a * Jm b - Jm b * Jp a = if a = b then (2 : ℂ) • Jz b else 0

variable {N : ℕ} {V : Type*} [AddCommGroup V] [Module ℂ V]

/-- The vector `v` is annihilated by every raising operator and has weight `j` at every site. -/
structure IsHighestWeight (R : LadderRing N V) (j : ℂ) (v : V) : Prop where
  raise : ∀ a, R.Jp a v = 0
  weight : ∀ a, R.Jz a v = j • v

/-- The scalar product `J_a · J_c` written with ladder operators. -/
def bond (R : LadderRing N V) (a c : ZMod N) : Module.End ℂ V :=
  R.Jz a * R.Jz c + (1 / 2 : ℂ) • (R.Jp a * R.Jm c + R.Jm a * R.Jp c)

/-- The ferromagnetic Heisenberg Hamiltonian `-∑ J_a · J_(a+1)` on the ring. -/
def hamiltonian [NeZero N] (R : LadderRing N V) : Module.End ℂ V :=
  -∑ a, bond R a (a + 1)

/-- The spin wave `∑ w^a J⁻_a v`. -/
def magnon [NeZero N] (R : LadderRing N V) (w : ℂ) (v : V) : V :=
  ∑ a : ZMod N, w ^ a.val • R.Jm a v

variable {R : LadderRing N V} {j w : ℂ} {v : V}

/-- Lowering site `b` reduces the weight by one at that site only. -/
theorem Jz_flip (hv : IsHighestWeight R j v) (a b : ZMod N) :
    R.Jz a (R.Jm b v) = (j - if a = b then 1 else 0) • R.Jm b v := by
  have h := LinearMap.congr_fun (R.zm a b) v
  simp only [LinearMap.sub_apply, Module.End.mul_apply, hv.weight, LinearMap.map_smul] at h
  by_cases hab : a = b
  · rw [if_pos hab, LinearMap.neg_apply] at h
    rw [if_pos hab]
    linear_combination (norm := module) h
  · rw [if_neg hab, LinearMap.zero_apply] at h
    rw [if_neg hab]
    linear_combination (norm := module) h

/-- Raising site `a` after lowering site `b` gives `2j v` if the sites agree and zero otherwise. -/
theorem Jp_flip (hv : IsHighestWeight R j v) (a b : ZMod N) :
    R.Jp a (R.Jm b v) = (if a = b then 2 * j else 0) • v := by
  have h := LinearMap.congr_fun (R.pm a b) v
  simp only [LinearMap.sub_apply, Module.End.mul_apply, hv.raise, map_zero, sub_zero] at h
  by_cases hab : a = b
  · rw [if_pos hab, LinearMap.smul_apply, hv.weight] at h
    rw [if_pos hab, h, smul_smul]
  · rw [if_neg hab, LinearMap.zero_apply] at h
    rw [if_neg hab, h, zero_smul]

/-- Raising one site commutes with lowering a different site. -/
theorem Jp_Jm_comm (R : LadderRing N V) {a c : ZMod N} (hac : a ≠ c) (x : V) :
    R.Jp a (R.Jm c x) = R.Jm c (R.Jp a x) := by
  have h := R.pm a c
  rw [if_neg hac] at h
  exact LinearMap.congr_fun (sub_eq_zero.mp h) x

/-- A bond between distinct sites multiplies the state lowered at `b` by `j²` and, if one of its
ends is `b`, adds `j` times (the state lowered at the other end minus the state lowered at `b`). -/
theorem bond_flip (hv : IsHighestWeight R j v) {a c : ZMod N} (hac : a ≠ c) (b : ZMod N) :
    bond R a c (R.Jm b v) = j ^ 2 • R.Jm b v
      + (if a = b then j else 0) • (R.Jm c v - R.Jm a v)
      + (if c = b then j else 0) • (R.Jm a v - R.Jm c v) := by
  simp only [bond, LinearMap.add_apply, LinearMap.smul_apply, Module.End.mul_apply,
    Jp_Jm_comm R hac, Jz_flip hv, Jp_flip hv, LinearMap.map_smul]
  by_cases ha : a = b
  · have hc : ¬ c = b := fun h => hac (ha.trans h.symm)
    simp only [if_neg hc, ha, if_true]
    module
  · by_cases hc : c = b
    · simp only [if_neg ha, hc, if_true]
      module
    · simp only [if_neg ha, if_neg hc]
      module

/-- On a ring of at least two sites, a site differs from its successor. -/
theorem ne_succ (hN : 2 ≤ N) (a : ZMod N) : a ≠ a + 1 := by
  have : Fact (1 < N) := ⟨hN⟩
  intro h
  exact one_ne_zero (α := ZMod N) (by linear_combination -h)

/-- The fully aligned state has energy `-N j²`. -/
theorem hamiltonian_aligned [NeZero N] (hN : 2 ≤ N) (hv : IsHighestWeight R j v) :
    hamiltonian R v = (-(N * j ^ 2)) • v := by
  have h : ∀ a : ZMod N, bond R a (a + 1) v = j ^ 2 • v := fun a => by
    simp only [bond, LinearMap.add_apply, LinearMap.smul_apply, Module.End.mul_apply,
      Jp_Jm_comm R (ne_succ hN a), hv.raise, hv.weight, LinearMap.map_smul, map_zero]
    module
  simp only [hamiltonian, LinearMap.neg_apply, LinearMap.sum_apply, h]
  rw [sum_const, card_univ, ZMod.card, ← Nat.cast_smul_eq_nsmul ℂ]
  module

/-- Hopping equation: applied to the state lowered at `b`, the Hamiltonian gives `-N j² + 2j` times
that state, minus `j` times each of the states lowered at `b + 1` and `b - 1`. -/
theorem hamiltonian_flip [NeZero N] (hN : 2 ≤ N) (hv : IsHighestWeight R j v) (b : ZMod N) :
    hamiltonian R (R.Jm b v) = (-(N * j ^ 2)) • R.Jm b v
      + j • ((2 : ℂ) • R.Jm b v - R.Jm (b + 1) v - R.Jm (b - 1) v) := by
  -- only the two bonds that touch site `b` contribute a hop
  have e1 : ∑ a, (if a = b then j else 0) • (R.Jm (a + 1) v - R.Jm a v)
      = j • (R.Jm (b + 1) v - R.Jm b v) := by
    rw [sum_eq_single b]
    · rw [if_pos rfl]
    · intro a _ ha
      rw [if_neg ha, zero_smul]
    · intro h
      exact absurd (mem_univ _) h
  have e2 : ∑ a, (if a + 1 = b then j else 0) • (R.Jm a v - R.Jm (a + 1) v)
      = j • (R.Jm (b - 1) v - R.Jm b v) := by
    rw [sum_eq_single (b - 1)]
    · rw [sub_add_cancel, if_pos rfl]
    · intro a _ ha
      rw [if_neg (fun h => ha (eq_sub_of_add_eq h)), zero_smul]
    · intro h
      exact absurd (mem_univ _) h
  simp only [hamiltonian, LinearMap.neg_apply, LinearMap.sum_apply]
  rw [sum_congr rfl (fun a _ => bond_flip hv (ne_succ hN a) b), sum_add_distrib,
    sum_add_distrib, e1, e2, sum_const, card_univ, ZMod.card, ← Nat.cast_smul_eq_nsmul ℂ]
  module

/-- For `w^N = 1` the spin wave satisfies `H u = (-N j² + j (2 - w - 1/w)) u`. -/
theorem magnon_energy [NeZero N] (hN : 2 ≤ N) (hv : IsHighestWeight R j v) (hw : w ^ N = 1) :
    hamiltonian R (magnon R w v)
      = (-(N * j ^ 2) + j * (2 - w - w⁻¹)) • magnon R w v := by
  have hw0 : w ≠ 0 := by
    intro h
    rw [h, zero_pow (NeZero.ne N)] at hw
    exact zero_ne_one hw
  -- the phase is consistent around the ring
  have ph : ∀ a : ZMod N, w ^ (a + 1).val = w * w ^ a.val := fun a => by
    rw [ZMod.val_add, ZMod.val_one_eq_one_mod, Nat.add_mod_mod, ← pow_eq_pow_mod _ hw, pow_succ']
  have fwd : ∑ b : ZMod N, w ^ b.val • R.Jm (b + 1) v = w⁻¹ • magnon R w v := by
    rw [eq_inv_smul_iff₀ hw0, smul_sum]
    refine Eq.trans ?_ (Equiv.sum_comp (Equiv.addRight (1 : ZMod N))
      (fun b => w ^ b.val • R.Jm b v))
    exact sum_congr rfl fun b _ => by simp only [Equiv.coe_addRight, ph, mul_smul]
  have bwd : ∑ b : ZMod N, w ^ b.val • R.Jm (b - 1) v = w • magnon R w v := by
    refine (Equiv.sum_comp (Equiv.addRight (1 : ZMod N))
      (fun b => w ^ b.val • R.Jm (b - 1) v)).symm.trans ?_
    rw [magnon, smul_sum]
    exact sum_congr rfl fun b _ => by
      simp only [Equiv.coe_addRight, add_sub_cancel_right, ph, mul_smul]
  have hH : hamiltonian R (magnon R w v) = (-(N * j ^ 2) + 2 * j) • magnon R w v
      - j • ∑ b : ZMod N, w ^ b.val • R.Jm (b + 1) v
      - j • ∑ b : ZMod N, w ^ b.val • R.Jm (b - 1) v := by
    simp only [magnon, map_sum, LinearMap.map_smul, hamiltonian_flip hN hv, smul_sum,
      ← sum_sub_distrib]
    exact sum_congr rfl fun b _ => by module
  rw [hH, fwd, bwd]
  module

/-- The spin wave is a nonzero vector when `j` and `v` are nonzero. -/
theorem magnon_ne_zero [NeZero N] (hv : IsHighestWeight R j v) (hj : j ≠ 0) (h0 : v ≠ 0) :
    magnon R w v ≠ 0 := by
  intro hu
  -- raising site `0` recovers the aligned state
  have h : R.Jp 0 (magnon R w v) = (2 * j) • v := by
    simp only [magnon, map_sum, LinearMap.map_smul, Jp_flip hv]
    rw [sum_eq_single 0]
    · simp
    · intro b _ hb
      rw [if_neg (Ne.symm hb), zero_smul, smul_zero]
    · intro h
      exact absurd (mem_univ _) h
  rw [hu, map_zero] at h
  exact smul_ne_zero (mul_ne_zero two_ne_zero hj) h0 h.symm


/-- The spin-1/2 ring, acting on functions of up/down configurations (`true` is up). -/
def spinHalf (N : ℕ) : LadderRing N ((ZMod N → Bool) → ℂ) := by
  refine
    { Jz := fun a =>
        { toFun := fun f s => (if s a then 1 / 2 else -1 / 2) * f s
          map_add' := fun f g => by funext s; simp [mul_add]
          map_smul' := fun c f => by funext s; simp [mul_left_comm] }
      Jp := fun a =>
        { toFun := fun f s => if s a then f (Function.update s a false) else 0
          map_add' := fun f g => by funext s; cases h : s a <;> simp [h]
          map_smul' := fun c f => by funext s; cases h : s a <;> simp [h] }
      Jm := fun a =>
        { toFun := fun f s => if s a then 0 else f (Function.update s a true)
          map_add' := fun f g => by funext s; cases h : s a <;> simp [h]
          map_smul' := fun c f => by funext s; cases h : s a <;> simp [h] }
      zz := ?_, pp := ?_, mm := ?_, zp := ?_, zm := ?_, pm := ?_ }
  all_goals
    intro a b
    refine LinearMap.ext fun f => funext fun s => ?_
    by_cases h : a = b
    · subst h
      have e := Function.update_eq_self a s
      cases hs : s a <;> rw [hs] at e <;> simp [hs, e] <;> ring
    · have c := fun x y => Function.update_comm h x y s
      cases hs : s a <;> cases ht : s b <;> simp [h, Ne.symm h, hs, ht, c] <;> ring

/-- The state concentrated on the configuration with all spins up. -/
def allUp (N : ℕ) [NeZero N] : (ZMod N → Bool) → ℂ :=
  fun s => if s = fun _ => true then 1 else 0

/-- In the spin-1/2 ring the all-up state is a nonzero highest-weight vector with `j = 1/2`. -/
theorem spinHalf_witness (N : ℕ) [NeZero N] :
    IsHighestWeight (spinHalf N) (1 / 2) (allUp N) ∧ allUp N ≠ 0 := by
  refine ⟨⟨fun a => funext fun s => ?_, fun a => funext fun s => ?_⟩, fun h => ?_⟩
  · have h : Function.update s a false ≠ fun _ => true := fun h => by
      simpa using congrFun h a
    simp [spinHalf, allUp, h]
  · by_cases h : s = fun _ => true
    · subst h
      simp [spinHalf, allUp]
    · simp [spinHalf, allUp, h]
  · simpa [allUp] using congrFun h (fun _ => true)

end

end MagnonOnRing
```

```lean
#print axioms MagnonOnRing.hamiltonian_aligned
#print axioms MagnonOnRing.magnon_energy
#print axioms MagnonOnRing.magnon_ne_zero
```

```
'MagnonOnRing.hamiltonian_aligned' depends on axioms: [propext, Classical.choice, Quot.sound]
'MagnonOnRing.magnon_energy' depends on axioms: [propext, Classical.choice, Quot.sound]
'MagnonOnRing.magnon_ne_zero' depends on axioms: [propext, Classical.choice, Quot.sound]
```

## How the definitions and lemmas match the physics

Sites are elements of `ZMod N`, which makes the boundary periodic, and operators are linear maps in `Module.End ℂ V`. `LadderRing` packages the operators with their commutation relations, and `IsHighestWeight R j v` states the two conditions on the aligned state. `bond`, `hamiltonian` and `magnon` are the expressions defined above; `a.val` is the representative of site $a$ between $0$ and $N-1$.

`Jz_flip` and `Jp_flip` apply the commutators to $v$ and separate equal from unequal sites. `bond_flip` treats the three positions of the lowered site (at $a$, at $c$, or elsewhere), and the tactic `module` compares the coefficients. It needs distinct endpoints, which `ne_succ` supplies from $N\ge2$.

In `hamiltonian_flip`, `sum_eq_single` selects the one bond that contributes to each hop. In `magnon_energy`, `ph` is the phase rule across the seam, and `fwd` and `bwd` are the two index shifts, carried out with `Equiv.sum_comp`. `hamiltonian_aligned` gives the energy of $v$, and `magnon_ne_zero` raises site 0 to show that the spin wave is nonzero.

## Any ladder representation, one lowered spin

The energy theorems hold for every representation that satisfies the listed relations, including infinite-dimensional ones, and for complex $j$. They use no inner product, so normalisation and Hermiticity enter only when a unitary representation is chosen. The value $j$ must be the same at every site, which describes a ring of identical, fully aligned spins.

The commutation relations are hypotheses for a general `LadderRing`. For spin one half they are proved: `spinHalf` builds the operators on functions of up/down configurations, and `spinHalf_witness` shows that the all-up state is a nonzero highest-weight vector with $j=\tfrac12$. For higher spin, the user has to supply the operators and verify the relations.

The theorems don't identify the ground state, and they don't treat states with two or more lowerings, where magnons interact. Anisotropy, external fields and longer-range couplings are absent from $H$. The results concern exact operators, so a program's matrix construction and rounding errors still need their own checks.
